# The Yang–Wu gradient and the finite-basis OEP equations

## Physical setting

In the optimised effective potential (OEP) method the energy, for instance with exact exchange, is written in terms of occupied orbitals, while the variables are the coefficients of a potential that generates those orbitals. The energy expression contains no coefficient explicitly. The most direct numerical route to a gradient component is a finite difference with a fresh diagonalisation; a response formula avoids that. Differentiating the orbitals one at a time has its own defect: it produces denominators \(e_i - e_j\) between two occupied levels, which vanish in a degenerate shell even when the density matrix changes smoothly. Working with the occupied projector leaves only occupied–virtual denominators.

Take a finite orthonormal basis that diagonalises the unperturbed one-particle Hamiltonian, \(H_0 = \mathrm{diag}(e)\) with orbital energies \(e_x\). Indices \(i, j\) run over occupied orbitals, \(a, b\) over virtual ones and \(x, y, z, w\) over all. The occupation \(\nu_x\) is 1 or 0, and \(P_0 = \mathrm{diag}(\nu)\). A change of potential gives \(H(t) = H_0 + tG\), and \(P(t)\) is the density matrix that follows it. For real orbitals in a finite basis with occupations 0 or 1, an energy that is quadratic in the density matrix and no energy shared by an occupied and a virtual level, the result gives the derivative of the energy with respect to each potential coefficient from unperturbed quantities: the orbital energies and the occupied–virtual elements of the Fock matrix and of the basis potential.

## Statement

Assume \(P(0) = P_0\), that \(P\) has derivative \(P'\) at \(t = 0\), that \(P(t)^2 = P(t)\) and \(H(t)P(t) = P(t)H(t)\) near \(t = 0\), and that \(e_i \ne e_a\) for all \(i, a\). For real matrices \(F, G\) define
\[ R(F,G) = 2\sum_{i}\sum_{a} \frac{F_{ia}G_{ai}}{e_i - e_a}. \]

1. For symmetric \(F\) and \(G\), \(\frac{d}{dt}\operatorname{tr}(F P(t))\big|_0 = R(F,G)\).
2. If \(G = \sum_\mu c_\mu g_\mu\) is a finite sum with real coefficients \(c_\mu\) and symmetric basis potentials \(g_\mu\), the derivative is \(\sum_\mu c_\mu R(F, g_\mu)\).
3. Let \(h\) be a one-electron matrix and \(W\) a four-index array with \(W_{xyzw} = W_{zwxy}\). For a matrix \(D\) put \(K(D)_{xy} = \sum_{z,w} W_{xyzw} D_{wz}\) and \(E(D) = \operatorname{tr}(hD) + \tfrac12\operatorname{tr}(K(D)D)\). If \(F_0 = h + K(P_0)\) and \(G\) are symmetric, then \(\frac{d}{dt}E(P(t))\big|_0 = R(F_0, G)\).
4. With \(W\) as in claim 3 and \(F_0\) symmetric, and given such a path \(Q_\mu(t)\) for each symmetric \(g_\mu\), every \(E(Q_\mu(t))\) has zero derivative at 0 if and only if \(R(F_0 - H_0, g_\mu) = 0\) for all \(\mu\).

## Derivation

Differentiate the two conditions at \(t = 0\), using \(H'(0) = G\):
\[ P'P_0 + P_0P' = P', \qquad GP_0 + H_0P' = P'H_0 + P_0G. \]
Entry \((x,y)\) of the first reads \((\nu_x + \nu_y)P'_{xy} = P'_{xy}\). Two occupied indices give \(2P'_{ji} = P'_{ji}\), two virtual ones give \(0 = P'_{ba}\), so both diagonal blocks of \(P'\) vanish. Entry \((x,y)\) of the second reads \(G_{xy}\nu_y + e_xP'_{xy} = P'_{xy}e_y + \nu_xG_{xy}\). At \((a,i)\) this is \(G_{ai} = (e_i - e_a)P'_{ai}\), and at \((i,a)\) it is \((e_i - e_a)P'_{ia} = G_{ia}\). Hence
\[ \operatorname{tr}(FP') = \sum_{x,y}F_{xy}P'_{yx} = \sum_{i,a}\left(F_{ia}P'_{ai} + F_{ai}P'_{ia}\right) = \sum_{i,a}\frac{F_{ia}G_{ai} + F_{ai}G_{ia}}{e_i - e_a}. \]
No symmetry has been used so far. With \(F_{ai} = F_{ia}\) and \(G_{ia} = G_{ai}\) the two terms coincide, which gives claim 1. Claim 2 follows because \(R\) is linear in \(G\).

For claim 3, \(K\) is linear, so the product rule gives
\[ \frac{dE}{dt}\Big|_0 = \operatorname{tr}(hP') + \tfrac12\operatorname{tr}(K(P')P_0) + \tfrac12\operatorname{tr}(K(P_0)P'). \]
For matrices \(A, B\), \(\operatorname{tr}(K(A)B) = \sum W_{xyzw}A_{wz}B_{yx}\). Exchanging the pairs \((x,y)\) and \((z,w)\) turns this into \(\operatorname{tr}(K(B)A)\). The two halves are therefore equal and \(dE/dt|_0 = \operatorname{tr}(F_0P') = R(F_0,G)\). For claim 4, \((H_0)_{ia} = 0\) because \(i \ne a\), so \(R(F_0 - H_0, g_\mu) = R(F_0, g_\mu)\), which is the derivative along \(g_\mu\).

The smallest case with a nonempty sum has two levels, indexed 0 (occupied) and 1 (virtual). Take \(e = (-1, 1)\) and \(G = \sigma_x\), with off-diagonal entries 1 and zero diagonal. Then \(H(t)^2 = (1+t^2)\mathbb{1}\), and \(P(t) = \tfrac12\big(\mathbb{1} - H(t)/\sqrt{1+t^2}\big)\) is idempotent and commutes with \(H(t)\). For \(F = \sigma_x\) the trace is \(-t/\sqrt{1+t^2}\), with slope \(-1\) at 0, and \(R = 2\cdot1\cdot1/(-1-1) = -1\). When no orbital or every orbital is occupied, the sum is empty and the derivative is zero.

## What the formal version assumes

The type `n` indexes the orbitals, `e` holds the energies, `occ` is the occupied set, `occᶜ` the virtual set and `occProj occ` is \(P_0\). `HasMatDerivAt` means an entrywise derivative. The fields `deriv`, `init`, `idem` and `comm` of `IsOccupiedPath` are the four path conditions, the last two holding for all \(t\) in some neighbourhood of 0. `response`, `twoEl`, `energy` and `fock` are \(R\), \(K\), \(E\) and \(h + K(D)\). In the docstrings the indices of \(K\) and \(W\) are written \(i, j, k, l\) and run over all orbitals, not only the occupied ones. In the energy theorems the one-electron matrix is `h₁`, and `h` names the path hypothesis. Claims 1 to 4 are `yang_wu_gradient`, `basis_direction`, `energy_gradient` and `oep_equations`.

The path is assumed and not constructed, except in the two-level `path_witness`. Symmetry of \(P(t)\) is not among the hypotheses. `hgap` asks only for \(e_i \ne e_a\), so non-aufbau occupations and degeneracies inside either block are allowed. Occupations are 0 or 1, so the factor 2 in \(R\) comes from symmetry and not from spin. Symmetry of \(F_0\) is the hypothesis `hF` and is not derived from \(W\). The \(g_\mu\) are arbitrary symmetric matrices; that they represent local potentials is not imposed.

Yang and Wu's name stands for a direct minimisation over potential coefficients. Its gradient component along \(g_\mu\) is `energy_gradient` with \(G = g_\mu\); `yang_wu_gradient` is the underlying formula for a fixed matrix \(F\). The theorems supply these derivatives and the stationarity condition at one given potential, for the quadratic energy \(E(D)\), and are silent on minima and on existence or uniqueness of a solution. With two-electron integrals \((xy|zw)\) over real spin orbitals in chemists' notation (\(x, y\) belong to the first electron, \(z, w\) to the second), the choice \(W_{xyzw} = (xy|zw) - \alpha\,(xw|zy)\) has the pair symmetry and gives Hartree plus a fraction \(\alpha\) of exact exchange; the semilocal part of a hybrid is not of the quadratic form \(E(D)\) and is not covered.

The gap condition is what fixes \(P'\). Take \(e = (0,0)\), orbital 0 occupied, \(G = 0\), and let \(P(t)\) project on \((\cos\omega t, \sin\omega t)\) for any real \(\omega\). All four path conditions hold, since \(H(t) = 0\), yet \(\operatorname{tr}(\sigma_xP(t)) = \sin 2\omega t\) has slope \(2\omega\). No expression in \(e\), \(F\) and \(G\) can give that. This example and the integral form of \(W\) are worked on paper and have no Lean theorem behind them.

One could instead define \(P(t)\) as the spectral projector on the lowest eigenvalues of \(H(t)\). That would need the ordering \(e_i < e_a\) and a proof that the projector is differentiable. It would remove the path hypothesis, at the price of excluding non-aufbau occupations.

## The Lean file

```lean
import Mathlib

open Matrix Filter Topology

namespace YangWuGradient

noncomputable section

variable {n : Type*} [Fintype n] [DecidableEq n]

/-- The matrix path `A` has entrywise derivative `A'` at `t`. -/
def HasMatDerivAt (A : ℝ → Matrix n n ℝ) (A' : Matrix n n ℝ) (t : ℝ) : Prop :=
  ∀ i j, HasDerivAt (fun s => A s i j) (A' i j) t

/-- Diagonal projector on the occupied orbitals. -/
def occProj (occ : Finset n) : Matrix n n ℝ :=
  diagonal fun i => if i ∈ occ then 1 else 0

/-- `P` starts at the occupied projector with derivative `P'`, and near `t = 0` it is
idempotent and commutes with `H(t) = diag(e) + t G`. -/
structure IsOccupiedPath (e : n → ℝ) (occ : Finset n) (G : Matrix n n ℝ)
    (P : ℝ → Matrix n n ℝ) (P' : Matrix n n ℝ) : Prop where
  deriv : HasMatDerivAt P P' 0
  init : P 0 = occProj occ
  idem : ∀ᶠ t in 𝓝 (0 : ℝ), P t * P t = P t
  comm : ∀ᶠ t in 𝓝 (0 : ℝ), (diagonal e + t • G) * P t = P t * (diagonal e + t • G)

/-- The occupied-virtual sum `2 ∑ F_ia G_ai / (e_i - e_a)`. -/
def response (e : n → ℝ) (occ : Finset n) (F G : Matrix n n ℝ) : ℝ :=
  2 * ∑ i ∈ occ, ∑ a ∈ occᶜ, F i a * G a i / (e i - e a)

/-- Two-electron matrix `K(D)_ij = ∑ W_ijkl D_lk`. -/
def twoEl (W : n → n → n → n → ℝ) (D : Matrix n n ℝ) : Matrix n n ℝ :=
  of fun i j => ∑ k, ∑ l, W i j k l * D l k

/-- Density-matrix energy `E(D) = tr(hD) + tr(K(D) D) / 2`. -/
def energy (h : Matrix n n ℝ) (W : n → n → n → n → ℝ) (D : Matrix n n ℝ) : ℝ :=
  (h * D).trace + 1 / 2 * (twoEl W D * D).trace

/-- Fock matrix `F(D) = h + K(D)`. -/
def fock (h : Matrix n n ℝ) (W : n → n → n → n → ℝ) (D : Matrix n n ℝ) : Matrix n n ℝ :=
  h + twoEl W D

variable {e : n → ℝ} {occ : Finset n} {F G P' : Matrix n n ℝ} {P : ℝ → Matrix n n ℝ}

omit [DecidableEq n] in
/-- Product rule for matrix paths. -/
theorem HasMatDerivAt.mul {A B : ℝ → Matrix n n ℝ} {A' B' : Matrix n n ℝ} {t : ℝ}
    (hA : HasMatDerivAt A A' t) (hB : HasMatDerivAt B B' t) :
    HasMatDerivAt (fun s => A s * B s) (A' * B t + A t * B') t := by
  intro i j
  simp only [Matrix.mul_apply, Matrix.add_apply, ← Finset.sum_add_distrib]
  exact HasDerivAt.fun_sum fun k _ => (hA i k).fun_mul (hB k j)

omit [DecidableEq n] in
/-- The derivative of a trace is the trace of the derivative. -/
theorem HasMatDerivAt.tr {A : ℝ → Matrix n n ℝ} {A' : Matrix n n ℝ} {t : ℝ}
    (hA : HasMatDerivAt A A' t) : HasDerivAt (fun s => (A s).trace) A'.trace t := by
  simp only [Matrix.trace, Matrix.diag_apply]
  exact HasDerivAt.fun_sum fun k _ => hA k k

/-- First-order forms of `P² = P` and `HP = PH` at `t = 0`. -/
theorem first_order (h : IsOccupiedPath e occ G P P') :
    P' * occProj occ + occProj occ * P' = P' ∧
      G * occProj occ + diagonal e * P' = P' * diagonal e + occProj occ * G := by
  have hH : HasMatDerivAt (fun s : ℝ => diagonal e + s • G) G 0 := fun i j => by
    have := ((hasDerivAt_id' (0 : ℝ)).mul_const (G i j)).const_add (diagonal e i j)
    rw [one_mul] at this
    exact this
  rw [← h.init]
  constructor
  · ext i j
    exact (h.deriv.mul h.deriv i j).unique ((h.deriv i j).congr_of_eventuallyEq
      (h.idem.mono fun s hs => congrFun (congrFun hs i) j))
  · ext i j
    have := (hH.mul h.deriv i j).unique ((h.deriv.mul hH i j).congr_of_eventuallyEq
      (h.comm.mono fun s hs => congrFun (congrFun hs i) j))
    simpa only [zero_smul, add_zero] using this

/-- Along an occupied path with `e_i ≠ e_a`, with no symmetry assumed of `F` or `G`, `tr(F P') = ∑ (F_ia G_ai + F_ai G_ia) / (e_i - e_a)`. -/
theorem trace_first_order (h : IsOccupiedPath e occ G P P')
    (hgap : ∀ i ∈ occ, ∀ a ∉ occ, e i ≠ e a) (F : Matrix n n ℝ) :
    (F * P').trace = ∑ i ∈ occ, ∑ a ∈ occᶜ, (F i a * G a i + F a i * G i a) / (e i - e a) := by
  have hI := fun x y => congrFun (congrFun (first_order h).1 x) y
  have hC := fun x y => congrFun (congrFun (first_order h).2 x) y
  simp only [occProj, Matrix.add_apply, mul_diagonal, diagonal_mul] at hI hC
  -- occupied rows of F: idempotency removes the occupied-occupied block
  have hocc : ∑ x ∈ occ, ∑ y, F x y * P' y x
      = ∑ i ∈ occ, ∑ a ∈ occᶜ, F i a * G a i / (e i - e a) := by
    refine Finset.sum_congr rfl fun i hi => ?_
    have h0 : ∑ j ∈ occ, F i j * P' j i = 0 := Finset.sum_eq_zero fun j hj => by
      have h1 := hI j i
      rw [if_pos hi, if_pos hj] at h1
      linear_combination F i j * h1
    rw [← Finset.sum_add_sum_compl occ, h0, zero_add]
    refine Finset.sum_congr rfl fun a ha => ?_
    have ha' := Finset.mem_compl.mp ha
    have h1 := hC a i
    rw [if_pos hi, if_neg ha'] at h1
    rw [eq_div_iff (sub_ne_zero.mpr (hgap i hi a ha'))]
    linear_combination (-F i a) * h1
  -- virtual rows of F: likewise for the virtual-virtual block
  have hvir : ∑ x ∈ occᶜ, ∑ y, F x y * P' y x
      = ∑ i ∈ occ, ∑ a ∈ occᶜ, F a i * G i a / (e i - e a) := by
    rw [Finset.sum_comm (s := occ)]
    refine Finset.sum_congr rfl fun a ha => ?_
    have ha' := Finset.mem_compl.mp ha
    have h0 : ∑ b ∈ occᶜ, F a b * P' b a = 0 := Finset.sum_eq_zero fun b hb => by
      have h1 := hI b a
      rw [if_neg ha', if_neg (Finset.mem_compl.mp hb)] at h1
      linear_combination (-F a b) * h1
    rw [← Finset.sum_add_sum_compl occ, h0, add_zero]
    refine Finset.sum_congr rfl fun i hi => ?_
    have h1 := hC i a
    rw [if_pos hi, if_neg ha'] at h1
    rw [eq_div_iff (sub_ne_zero.mpr (hgap i hi a ha'))]
    linear_combination F a i * h1
  have ht : (F * P').trace = ∑ x, ∑ y, F x y * P' y x := by
    simp only [Matrix.trace, Matrix.diag_apply, Matrix.mul_apply]
  rw [ht, ← Finset.sum_add_sum_compl occ, hocc, hvir]
  simp only [add_div, Finset.sum_add_distrib]

/-- Along an occupied path with `e_i ≠ e_a`, for symmetric `G` and a fixed symmetric `F`, the derivative of `tr(F P(t))` at `t = 0`
is `2 ∑ F_ia G_ai / (e_i - e_a)`. -/
theorem yang_wu_gradient (h : IsOccupiedPath e occ G P P')
    (hgap : ∀ i ∈ occ, ∀ a ∉ occ, e i ≠ e a) (hF : F.IsSymm) (hG : G.IsSymm) :
    HasDerivAt (fun t => (F * P t).trace) (response e occ F G) 0 := by
  have hc : HasMatDerivAt (fun _ => F) 0 0 := fun i j => hasDerivAt_const _ _
  refine (hc.mul h.deriv).tr.congr_deriv ?_
  simp only [Matrix.zero_mul, zero_add, trace_first_order h hgap, response, Finset.mul_sum]
  refine Finset.sum_congr rfl fun i _ => Finset.sum_congr rfl fun a _ => ?_
  rw [hF.apply i a, hG.apply a i]
  ring

/-- Along an occupied path for `G = ∑ c_μ g_μ` with `e_i ≠ e_a`, symmetric `F` and symmetric `g_μ`, the derivative at `t = 0`
of `tr(F P(t))` is `∑ c_μ` times the occupied-virtual sum for `g_μ`. -/
theorem basis_direction {ι : Type*} [Fintype ι] (c : ι → ℝ) (g : ι → Matrix n n ℝ)
    (h : IsOccupiedPath e occ (∑ μ, c μ • g μ) P P')
    (hgap : ∀ i ∈ occ, ∀ a ∉ occ, e i ≠ e a) (hF : F.IsSymm) (hg : ∀ μ, (g μ).IsSymm) :
    HasDerivAt (fun t => (F * P t).trace) (∑ μ, c μ * response e occ F (g μ)) 0 := by
  have hG : (∑ μ, c μ • g μ).IsSymm := Matrix.IsSymm.ext fun i j => by
    simp only [Matrix.sum_apply, Matrix.smul_apply]
    exact Finset.sum_congr rfl fun μ _ => by rw [(hg μ).apply i j]
  refine (yang_wu_gradient h hgap hF hG).congr_deriv (Eq.symm ?_)
  simp only [response, Matrix.sum_apply, Matrix.smul_apply, smul_eq_mul, Finset.mul_sum,
    Finset.sum_div]
  rw [Finset.sum_comm]
  refine Finset.sum_congr rfl fun i _ => ?_
  rw [Finset.sum_comm]
  exact Finset.sum_congr rfl fun a _ => Finset.sum_congr rfl fun μ _ => by ring

/-- Along an occupied path with `e_i ≠ e_a`, for `W_ijkl = W_klij`, symmetric `G` and a symmetric Fock matrix at the occupied projector, the derivative of `E(P(t))` at `t = 0` is the occupied-virtual sum
built from the Fock matrix of the occupied projector. -/
theorem energy_gradient {h₁ : Matrix n n ℝ} {W : n → n → n → n → ℝ}
    (hW : ∀ i j k l, W i j k l = W k l i j) (h : IsOccupiedPath e occ G P P')
    (hgap : ∀ i ∈ occ, ∀ a ∉ occ, e i ≠ e a)
    (hF : (fock h₁ W (occProj occ)).IsSymm) (hG : G.IsSymm) :
    HasDerivAt (fun t => energy h₁ W (P t)) (response e occ (fock h₁ W (occProj occ)) G) 0 := by
  have hc : ∀ A : Matrix n n ℝ, HasMatDerivAt (fun _ => A) 0 0 :=
    fun A i j => hasDerivAt_const _ _
  have hK : HasMatDerivAt (fun s => twoEl W (P s)) (twoEl W P') 0 := fun i j => by
    simp only [twoEl, of_apply]
    exact HasDerivAt.fun_sum fun k _ => HasDerivAt.fun_sum fun l _ =>
      (h.deriv l k).const_mul (W i j k l)
  -- pair symmetry makes K self-adjoint under the trace
  have hs : ∀ A B : Matrix n n ℝ, (twoEl W A * B).trace
      = ∑ p : n × n, ∑ q : n × n, W p.1 p.2 q.1 q.2 * A q.2 q.1 * B p.2 p.1 := fun A B => by
    simp only [Matrix.trace, Matrix.diag_apply, Matrix.mul_apply, twoEl, of_apply,
      Finset.sum_mul, Fintype.sum_prod_type]
  have swap : (twoEl W P' * occProj occ).trace = (twoEl W (occProj occ) * P').trace := by
    rw [hs P', hs (occProj occ), Finset.sum_comm]
    refine Finset.sum_congr rfl fun x _ => Finset.sum_congr rfl fun y _ => ?_
    rw [hW y.1 y.2 x.1 x.2]
    ring
  have h3 := ((hc _).mul h.deriv).tr.unique (yang_wu_gradient h hgap hF hG)
  have hE := ((hc h₁).mul h.deriv).tr.fun_add ((hK.mul h.deriv).tr.const_mul (1 / 2 : ℝ))
  refine hE.congr_deriv (Eq.trans ?_ h3)
  simp only [h.init, fock, Matrix.zero_mul, zero_add, Matrix.add_mul, trace_add, swap]
  ring

/-- Given an occupied path for each symmetric matrix `g_μ`, with `e_i ≠ e_a`, `W_ijkl = W_klij` and a symmetric Fock matrix `F` at the occupied projector, the energy has zero derivative at `t = 0` along every path iff
the occupied-virtual sum of `F - diag(e)` with each `g_μ` vanishes. -/
theorem oep_equations {ι : Type*} {h₁ : Matrix n n ℝ} {W : n → n → n → n → ℝ}
    {g Q' : ι → Matrix n n ℝ} {Q : ι → ℝ → Matrix n n ℝ}
    (hW : ∀ i j k l, W i j k l = W k l i j) (h : ∀ μ, IsOccupiedPath e occ (g μ) (Q μ) (Q' μ))
    (hgap : ∀ i ∈ occ, ∀ a ∉ occ, e i ≠ e a)
    (hF : (fock h₁ W (occProj occ)).IsSymm) (hg : ∀ μ, (g μ).IsSymm) :
    (∀ μ, HasDerivAt (fun t => energy h₁ W (Q μ t)) 0 0) ↔
      ∀ μ, response e occ (fock h₁ W (occProj occ) - diagonal e) (g μ) = 0 := by
  refine forall_congr' fun μ => ?_
  have hd := energy_gradient hW (h μ) hgap hF (hg μ)
  have hr : response e occ (fock h₁ W (occProj occ) - diagonal e) (g μ)
      = response e occ (fock h₁ W (occProj occ)) (g μ) := by
    refine congrArg (2 * ·) (Finset.sum_congr rfl fun i hi => Finset.sum_congr rfl fun a ha => ?_)
    have hne : i ≠ a := fun hia => Finset.mem_compl.mp ha (hia ▸ hi)
    rw [Matrix.sub_apply, diagonal_apply_ne _ hne, sub_zero]
  rw [hr]
  exact ⟨fun h0 => hd.unique h0, fun h0 => hd.congr_deriv h0⟩

/-- The factor `1 / √(1 + t²)`. -/
def wr (t : ℝ) : ℝ := (√(1 + t ^ 2))⁻¹

/-- The matrix `(1 - H(t) / √(1 + t²)) / 2` for `H(t) = [[-1, t], [t, 1]]`. -/
def wP (t : ℝ) : Matrix (Fin 2) (Fin 2) ℝ :=
  !![(1 + wr t) / 2, -(t * wr t) / 2; -(t * wr t) / 2, (1 - wr t) / 2]

/-- A two-level system with `e = (-1, 1)` and `G = σx` meets the path and gap conditions, with
occupied-virtual sum `-1` for `F = G`. -/
theorem path_witness :
    IsOccupiedPath ![-1, 1] {0} !![0, 1; 1, 0] wP !![0, -1 / 2; -1 / 2, 0] ∧
      (∀ i ∈ ({0} : Finset (Fin 2)), ∀ a ∉ ({0} : Finset (Fin 2)),
        (![-1, 1] : Fin 2 → ℝ) i < (![-1, 1] : Fin 2 → ℝ) a) ∧
      response ![-1, 1] {0} !![0, 1; 1, 0] !![0, 1; 1, 0] = -1 := by
  have h1 : HasDerivAt (fun t : ℝ => 1 + t ^ 2) 0 0 := by
    simpa using (hasDerivAt_pow 2 (0 : ℝ)).const_add 1
  have h2 := (h1.sqrt (by simp)).inv (by simp)
  have hr : HasDerivAt wr 0 0 := h2.congr_deriv (by simp)
  have r0 : wr 0 = 1 := by simp [wr]
  have rsq : ∀ t, wr t ^ 2 * (1 + t ^ 2) = 1 := fun t => by
    have hp : 0 < 1 + t ^ 2 := by positivity
    rw [wr, inv_pow, Real.sq_sqrt hp.le]
    exact inv_mul_cancel₀ hp.ne'
  have a : HasDerivAt (fun s => (1 + wr s) / 2) 0 0 :=
    ((hr.const_add 1).div_const 2).congr_deriv (by simp)
  have b : HasDerivAt (fun s => -(s * wr s) / 2) (-1 / 2) 0 :=
    (((hasDerivAt_id' (0 : ℝ)).fun_mul hr).fun_neg.div_const 2).congr_deriv (by simp [r0])
  have c : HasDerivAt (fun s => (1 - wr s) / 2) 0 0 :=
    ((hr.const_sub 1).div_const 2).congr_deriv (by simp)
  refine ⟨⟨fun i j => ?_, ?_, .of_forall fun t => ?_, .of_forall fun t => ?_⟩, ?_, ?_⟩
  · fin_cases i <;> fin_cases j
    exacts [a, b, b, c]
  · ext i j
    fin_cases i <;> fin_cases j <;> simp [wP, occProj, r0]
  · ext i j
    fin_cases i <;> fin_cases j <;> simp [wP, Matrix.mul_apply, Fin.sum_univ_two] <;>
      first | ring1 | linear_combination (1 / 4) * rsq t
  · ext i j
    fin_cases i <;> fin_cases j <;>
      simp [wP, Matrix.mul_apply, Fin.sum_univ_two, diagonal_apply] <;> ring
  · intro i hi a ha
    fin_cases i <;> fin_cases a <;> simp_all
  · have hc : ({0} : Finset (Fin 2))ᶜ = {1} := by decide
    rw [response, hc]
    simp
    norm_num

end

end YangWuGradient
```

```lean
#print axioms YangWuGradient.basis_direction
#print axioms YangWuGradient.oep_equations
```

```
'YangWuGradient.basis_direction' depends on axioms: [propext, Classical.choice, Quot.sound]
'YangWuGradient.oep_equations' depends on axioms: [propext, Classical.choice, Quot.sound]
```

## Notes on the proof

`HasMatDerivAt.mul` and `HasMatDerivAt.tr` are the product rule and the trace rule, obtained by differentiating finite sums of entries.

`first_order` gives the two linear equations. Two functions that agree near 0 have the same derivative there (`congr_of_eventuallyEq`), and derivatives are unique (`unique`). Applying this to \(P^2\) against \(P\), and to \(HP\) against \(PH\), is the differentiation step.

`trace_first_order` takes the entries of those equations as `hI` and `hC`. In `hocc` the row index of \(F\) is occupied: `h0` removes the occupied–occupied terms through `hI j i`, and `hC a i` yields \(F_{ia}P'_{ai} = F_{ia}G_{ai}/(e_i - e_a)\). There `eq_div_iff` clears the denominator, which is where `hgap` enters, and `linear_combination` multiplies the entry equation by the element of \(F\). `hvir` does the same for virtual rows with `hI b a` and `hC i a`.

`yang_wu_gradient` treats \(F\) as a constant path, so the derivative is \(\operatorname{tr}(FP')\), and merges the two terms with `hF.apply i a` and `hG.apply a i`. `basis_direction` shows that \(\sum_\mu c_\mu g_\mu\) is symmetric and moves the sum over \(\mu\) outside.

In `energy_gradient`, `hK` says that \(K(P(t))\) has derivative \(K(P')\), `hs` writes \(\operatorname{tr}(K(A)B)\) as a sum over two index pairs, and `swap` exchanges the pairs using `hW`. `h3` identifies \(\operatorname{tr}(F_0P')\) with \(R(F_0,G)\), and `hE` is the three-term derivative. In `oep_equations`, `hr` drops \(H_0\), and uniqueness of the derivative gives the equivalence for each \(\mu\).

`path_witness` checks the two-level example entry by entry, with \(P' = -\tfrac12\sigma_x\), the strict ordering \(e_0 < e_1\) and \(R(\sigma_x,\sigma_x) = -1\). With `wr` as \(r(t) = 1/\sqrt{1+t^2}\), idempotency rests on `rsq`, the identity \(r^2(1+t^2) = 1\), and the derivative on `hr`, which is \(r'(0) = 0\).
